# Transition probabilities sum to one in a replica-exchange chain where only the hottest replica has its own dynamics

A system of `n + 1` replicas, each with a state in a finite set `S`, moves in one step either by updating the hottest replica with a stochastic kernel or by proposing to swap the states of two neighbouring replicas, a rejected swap leaving everything in place. The theorem states that, from any joint configuration `x`, the probabilities of moving to all configurations `y` sum to one, so every row of the transition matrix sums to 1. The scheme assumes that the selection probabilities are strictly positive and sum to one, that the hot kernel has strictly positive entries and rows summing to one, and that acceptance probabilities are positive and at most one; no energies, temperatures or detailed balance enter. The proof exchanges the order of summation, shows in `h1` that the hot update contributes total weight 1 before its selection factor, shows in `h2` that the swaps contribute the sum of their selection probabilities, and adds the two.

As first written in Lean, the proof fails:

```lean
import Mathlib

open Finset

namespace TransitionRowSum

noncomputable section

/-- A joint configuration of `n + 1` replicas; replica `0` is the hottest. -/
abbrev Config (n : ℕ) (S : Type*) := Fin (n + 1) → S

/-- The configuration after replicas `i` and `i + 1` have exchanged their states. -/
def exchange {n : ℕ} {S : Type*} (i : Fin n) (x : Config n S) : Config n S :=
  fun j => x (Equiv.swap i.castSucc i.succ j)

/-- A replica-exchange scheme in which only the hottest replica has its own dynamics: selection
probabilities, the hot kernel, and the acceptance probabilities of neighbour swaps. -/
structure Scheme (n : ℕ) (S : Type*) [Fintype S] where
  hot : ℝ
  pick : Fin n → ℝ
  kernel : S → S → ℝ
  accept : Fin n → Config n S → ℝ
  hot_pos : 0 < hot
  pick_pos : ∀ i, 0 < pick i
  pick_sum : hot + ∑ i, pick i = 1
  kernel_pos : ∀ s t, 0 < kernel s t
  kernel_sum : ∀ s, ∑ t, kernel s t = 1
  accept_pos : ∀ i x, 0 < accept i x
  accept_le_one : ∀ i x, accept i x ≤ 1

variable {n : ℕ} {S : Type*} [Fintype S]

variable [DecidableEq S]

/-- The one-step transition matrix: a hot update, or a neighbour swap that is accepted or
rejected. -/
def Scheme.transition (R : Scheme n S) : Matrix (Config n S) (Config n S) ℝ :=
  Matrix.of fun x y =>
    R.hot * ∑ s, R.kernel (x 0) s * (if y = Function.update x 0 s then 1 else 0) +
    ∑ i, R.pick i * (R.accept i x * (if y = exchange i x then 1 else 0) +
      (1 - R.accept i x) * (if y = x then 1 else 0))

/-- The transition probabilities out of any joint configuration sum to one. -/
theorem Scheme.transition_row_sum (R : Scheme n S) (x : Config n S) :
    ∑ y, R.transition x y = 1 := by
  have e : ∀ z : Config n S, ∑ y, (if y = z then (1 : ℝ) else 0) = 1 := fun z => by simp
  simp only [Scheme.transition, Matrix.of_apply]
  rw [sum_add_distrib, ← mul_sum, sum_comm, sum_comm (s := univ (α := Config n S))]
  have h1 : ∑ s, ∑ y, R.kernel (x 0) s *
      (if y = Function.update x 0 s then (1 : ℝ) else 0) = 1 := by
    rw [← R.kernel_sum (x 0)]
    refine sum_congr rfl fun s _ => ?_
    rw [← mul_sum, e, mul_one]
  have h2 : ∑ i, ∑ y, R.pick i * (R.accept i x * (if y = exchange i x then (1 : ℝ) else 0) +
      (1 - R.accept i x) * (if y = x then 1 else 0)) = ∑ i, R.pick i := by
    refine sum_congr rfl fun i _ => ?_
    rw [← mul_sum, sum_add_distrib, ← mul_sum, ← mul_sum, e, e]
    ring
  rw [h1, h2, mul_one, R.pick_sum]

end

end TransitionRowSum
```

Messages:

```
Main.lean:53:19: error: Tactic `rewrite` failed: Did not find an occurrence of the pattern
  ∑ y, if y = ?z then 1 else 0
in the target expression
  (R.kernel (x 0) s * ∑ i, if i = Function.update x 0 s then ∑ t, R.kernel (x 0) t else 0) = R.kernel (x 0) s

n : ℕ
S : Type u_1
inst✝¹ : Fintype S
inst✝ : DecidableEq S
R : Scheme n S
x : Config n S
e : ∀ (z : Config n S), (∑ y, if y = z then 1 else 0) = 1
s : S
x✝ : s ∈ univ
⊢ (R.kernel (x 0) s * ∑ i, if i = Function.update x 0 s then ∑ t, R.kernel (x 0) t else 0) = R.kernel (x 0) s
```

As a diff, the version that Lean accepts:

```diff
@@ -49,7 +49,7 @@
   have h1 : ∑ s, ∑ y, R.kernel (x 0) s *
       (if y = Function.update x 0 s then (1 : ℝ) else 0) = 1 := by
-    rw [← R.kernel_sum (x 0)]
-    refine sum_congr rfl fun s _ => ?_
-    rw [← mul_sum, e, mul_one]
+    calc _ = ∑ s, R.kernel (x 0) s :=
+          sum_congr rfl fun s _ => by rw [← mul_sum, e, mul_one]
+      _ = 1 := R.kernel_sum (x 0)
   have h2 : ∑ i, ∑ y, R.pick i * (R.accept i x * (if y = exchange i x then (1 : ℝ) else 0) +
       (1 - R.accept i x) * (if y = x then 1 else 0)) = ∑ i, R.pick i := by
```

The error says that `e`, which sums an indicator with values 1 and 0, finds no such sum in the goal. The goal displayed shows why: the indicator's value is no longer 1 but `∑ t, R.kernel (x 0) t`.

The culprit is the earlier step `rw [← R.kernel_sum (x 0)]`. It was meant to turn the 1 on the right of `h1` into a sum over the kernel, so that the two sides could be compared term by term. But `rw` replaces every instance of the pattern it rewrites, here the real number 1, and so it also replaced the 1 inside the indicator.

The repair uses `calc` to avoid this backward rewrite. Its first step reduces the double sum to `∑ s, R.kernel (x 0) s` while the indicator still has the value 1, so the same rewrites `← mul_sum, e, mul_one` now succeed. Its second step applies `R.kernel_sum (x 0)` directly to show that this sum is 1.
